# A pure band offset binds no state on a one-orbital chain with uniform hopping

On an infinite tight-binding chain with nonzero hopping t and site energy 0 for n < 0 and D for n ≥ 0, the equation

t(ψₙ₋₁ + ψₙ₊₁) + Vₙψₙ = Eψₙ

has no nonzero square-summable solution, whatever the values of D and E. In this non-interacting, one-orbital model, an abrupt step in the site energy alone therefore creates no interface state. An intermediate site energy at the step, a hopping that changes there, or several orbitals per site would be a different problem.

## The chain and its bond form

```lean
import Mathlib

open Filter Topology

namespace BandOffsetInterface

noncomputable section
```

The amplitudes are a function `ψ : ℤ → ℂ`, and `ChainEq t V E ψ` says that the equation above holds at every site. The parameters t, D and E may be complex; the physical Hamiltonian has them real, and that case is included. The hopping enters with a plus sign, so the convention −t is covered by changing the sign of t.

```lean
/-- The tight-binding equation with hopping `t`, site energies `V` and energy `E`
holds for the amplitudes `ψ` at every site of the integer chain. -/
def ChainEq (t : ℂ) (V : ℤ → ℂ) (E : ℂ) (ψ : ℤ → ℂ) : Prop :=
  ∀ n : ℤ, t * (ψ (n - 1) + ψ (n + 1)) + V n * ψ n = E * ψ n
```

The offset is sharp, and site 0 belongs to the right-hand side.

```lean
/-- The pure band offset: site energy `0` for `n < 0` and `D` for `n ≥ 0`. -/
def bandOffset (D : ℂ) (n : ℤ) : ℂ := if n < 0 then 0 else D
```

For a bond with end amplitudes a and b, define

Q(e; a, b) = t(a² + b²) − e·a·b,

where e is the energy measured from the local site energy. The squares are ordinary complex squares, without conjugation.

```lean
/-- A quadratic form in the amplitudes `a`, `b` at the two ends of a bond, with `e` the
energy measured from the local site energy. -/
def bondForm (t e a b : ℂ) : ℂ := t * (a ^ 2 + b ^ 2) - e * a * b
```

## (a) The bond form on two successive bonds

Three neighbouring amplitudes a, b, c satisfy t(a + c) = e·b. Show that

Q(e; b, c) = Q(e; a, b).

**Solution.** Subtract and factorise:

Q(e; b, c) − Q(e; a, b) = t(c² − a²) − e·b(c − a) = (c − a)[t(a + c) − e·b] = 0.

The factor c − a is the coefficient given to `linear_combination`. The common value of Q need not be zero; part (b) shows that it is zero for a solution that decays.

```lean
/-- The bond form takes the same value on two successive bonds when the chain equation
holds at the site they share. -/
theorem bondForm_step {t e a b c : ℂ} (h : t * (a + c) = e * b) :
    bondForm t e b c = bondForm t e a b := by
  unfold bondForm
  linear_combination (c - a) * h
```

## (b) Decay along a uniform half chain

Let t(φₖ + φₖ₊₂) = e·φₖ₊₁ for all k ≥ 0, and let φₖ → 0. Show that

t(φ₀² + φ₁²) − e·φ₀φ₁ = 0.

**Solution.** By (a) and induction, Q(e; φₖ, φₖ₊₁) equals Q(e; φ₀, φ₁) for every k. Each term of Q is quadratic in amplitudes that tend to zero, so Q tends to zero along the chain. A constant that tends to zero is zero. In the proof `hconst` is the induction, `hlim` is the limit, and `tendsto_nhds_unique` compares the two.

```lean
/-- On a uniform half chain, a solution that decays to zero has vanishing bond form on the first
bond. -/
theorem bondForm_eq_zero_of_decay {t e : ℂ} {φ : ℕ → ℂ}
    (hφ : ∀ k, t * (φ k + φ (k + 2)) = e * φ (k + 1))
    (h0 : Tendsto φ atTop (𝓝 0)) : bondForm t e (φ 0) (φ 1) = 0 := by
  have hconst : ∀ k, bondForm t e (φ k) (φ (k + 1)) = bondForm t e (φ 0) (φ 1) := by
    intro k
    induction k with
    | zero => rfl
    | succ k ih => exact (bondForm_step (hφ k)).trans ih
  have h1 : Tendsto (fun k => φ (k + 1)) atTop (𝓝 0) :=
    h0.comp (tendsto_add_atTop_nat 1)
  -- the form is constant along the chain and tends to zero
  have hlim : Tendsto (fun k => bondForm t e (φ k) (φ (k + 1))) atTop
      (𝓝 (t * (0 ^ 2 + 0 ^ 2) - e * 0 * 0)) :=
    (((h0.pow 2).add (h1.pow 2)).const_mul t).sub ((h0.const_mul e).mul h1)
  have hc : Tendsto (fun _ : ℕ => bondForm t e (φ 0) (φ 1)) atTop
      (𝓝 (t * (0 ^ 2 + 0 ^ 2) - e * 0 * 0)) := hlim.congr hconst
  have h := tendsto_nhds_unique tendsto_const_nhds hc
  rw [h]
  ring
```

## (c) Two adjacent zeros

For arbitrary site energies and t ≠ 0, let ψ₋₁ = ψ₀ = 0. Show that

ψₙ = 0 for every n.

**Solution.** Solve the chain equation for either outer amplitude:

tψₙ₊₁ = (E − Vₙ)ψₙ − tψₙ₋₁

tψₙ₋₁ = (E − Vₙ)ψₙ − tψₙ₊₁.

If two neighbours vanish, so does the next amplitude on either side, because t ≠ 0. The Lean induction carries the pair (ψₙ₋₁, ψₙ) in both directions. Written as a 2 × 2 matrix acting on such a pair, the same recursion is the transfer matrix of a numerical calculation.

```lean
/-- For nonzero hopping and any site energies, a solution that vanishes at sites `-1` and `0`
vanishes on the whole chain. -/
theorem eq_zero_of_adjacent_zeros {t E : ℂ} {V ψ : ℤ → ℂ} (ht : t ≠ 0)
    (hψ : ChainEq t V E ψ) (ha : ψ (-1) = 0) (hb : ψ 0 = 0) : ψ = 0 := by
  have key : ∀ n : ℤ, ψ (n - 1) = 0 ∧ ψ n = 0 := by
    intro n
    refine Int.induction_on n ?_ ?_ ?_
    · exact ⟨by simpa using ha, hb⟩
    · rintro k ⟨h1, h2⟩
      have h := hψ k
      rw [h1, h2] at h
      have h3 : t * ψ ((k : ℤ) + 1) = 0 := by linear_combination h
      exact ⟨by rw [add_sub_cancel_right]; exact h2, (mul_eq_zero.mp h3).resolve_left ht⟩
    · rintro k ⟨h1, h2⟩
      have h := hψ (-(k : ℤ) - 1)
      rw [sub_add_cancel, h1, h2] at h
      have h3 : t * ψ (-(k : ℤ) - 1 - 1) = 0 := by linear_combination h
      exact ⟨(mul_eq_zero.mp h3).resolve_left ht, h1⟩
  funext n
  exact (key n).2
```

## (d) Decay along a sequence of sites

Suppose that for each ε > 0 only finitely many sites have |ψₙ| ≥ ε. Let g(0), g(1), … be sites without repetition. Show that

ψ_g(k) → 0 as k → ∞.

**Solution.** The sequence visits each of the finitely many exceptional sites at most once, so from some k on all its amplitudes are smaller than ε. Lean expresses the hypothesis as convergence along the filter `cofinite`, which on the integers means decay at both ends.

```lean
/-- Amplitudes that vanish at infinity also vanish along any injective sequence of sites. -/
theorem decay_along {ψ : ℤ → ℂ} (h0 : Tendsto ψ cofinite (𝓝 0)) {g : ℕ → ℤ}
    (hg : Function.Injective g) : Tendsto (fun k => ψ (g k)) atTop (𝓝 0) := by
  rw [← Nat.cofinite_eq_atTop]
  exact h0.comp hg.tendsto_cofinite
```

## (e) The chain without an offset

Let Vₙ = 0 everywhere, t ≠ 0, and let ψ vanish at infinity. Show first that

ψₙ₋₁ψₙ₊₁ = ψₙ²,

and then that ψ = 0.

**Solution.** Apply (b) to the half chain that starts at site n − 1:

t(ψₙ₋₁² + ψₙ²) = Eψₙ₋₁ψₙ.

Multiplying the chain equation at site n by ψₙ₋₁ gives

t(ψₙ₋₁² + ψₙ₋₁ψₙ₊₁) = Eψₙ₋₁ψₙ.

The difference, divided by t, is the first claim.

Now put uₙ = |ψₙ|. Then uₙ² = uₙ₋₁uₙ₊₁ ≤ ((uₙ₋₁ + uₙ₊₁)/2)², so

2uₙ ≤ uₙ₋₁ + uₙ₊₁.

The increments uₙ₊₁ − uₙ therefore never decrease with n. They tend to 0 as n → −∞, so none of them is negative, and uₙ itself never decreases. Since uₙ → 0 as n → +∞, every uₙ ≤ 0, hence uₙ = 0. The code follows this order: `hgeo` is the product identity, `hd` the monotone increments and `hmono` the monotone moduli. The convexity inequality is left to `nlinarith`.

```lean
/-- The uniform chain with nonzero hopping has no nonzero solution that vanishes at infinity. -/
theorem uniform_chain_no_bound_state {t E : ℂ} {ψ : ℤ → ℂ} (ht : t ≠ 0)
    (hψ : ChainEq t (fun _ => 0) E ψ) (h0 : Tendsto ψ cofinite (𝓝 0)) : ψ = 0 := by
  -- the vanishing bond form gives a product identity for three neighbouring amplitudes
  have hgeo : ∀ n : ℤ, ψ (n - 1) * ψ (n + 1) = ψ n ^ 2 := by
    intro n
    have hQ := bondForm_eq_zero_of_decay (t := t) (e := E)
      (φ := fun k : ℕ => ψ (n - 1 + (k : ℤ)))
      (by
        intro k
        have h := hψ (n + k)
        show t * (ψ (n - 1 + (k : ℤ)) + ψ (n - 1 + ((k + 2 : ℕ) : ℤ)))
          = E * ψ (n - 1 + ((k + 1 : ℕ) : ℤ))
        rw [show n - 1 + (k : ℤ) = n + k - 1 by omega,
          show n - 1 + ((k + 2 : ℕ) : ℤ) = n + k + 1 by omega,
          show n - 1 + ((k + 1 : ℕ) : ℤ) = n + k by omega]
        linear_combination h)
      (decay_along h0 (fun i j h => by
        have h' : n - 1 + (i : ℤ) = n - 1 + (j : ℤ) := h
        omega))
    have hQ' : bondForm t E (ψ (n - 1)) (ψ n) = 0 := by simpa using hQ
    unfold bondForm at hQ'
    have h := hψ n
    apply mul_left_cancel₀ ht
    linear_combination ψ (n - 1) * h - hQ'
  have hu : Tendsto (fun n => ‖ψ n‖) cofinite (𝓝 0) := by simpa using h0.norm
  rw [Int.cofinite_eq] at hu
  have hbot := hu.mono_left (le_sup_left : (atBot : Filter ℤ) ≤ atBot ⊔ atTop)
  have htop := hu.mono_left (le_sup_right : (atTop : Filter ℤ) ≤ atBot ⊔ atTop)
  -- the moduli are convex, so their increments are monotone
  have hd : Monotone (fun n : ℤ => ‖ψ (n + 1)‖ - ‖ψ n‖) := by
    refine monotone_int_of_le_succ fun n => ?_
    have h := congrArg norm (hgeo (n + 1))
    rw [norm_mul, norm_pow, add_sub_cancel_right] at h
    have hs : 0 ≤ ‖ψ n‖ + ‖ψ (n + 1 + 1)‖ := by positivity
    have hc : 2 * ‖ψ (n + 1)‖ ≤ ‖ψ n‖ + ‖ψ (n + 1 + 1)‖ := by
      by_contra hlt
      have hlt' := not_le.mp hlt
      nlinarith [mul_nonneg hs (sub_nonneg.mpr hlt'.le),
        sq_nonneg (‖ψ n‖ - ‖ψ (n + 1 + 1)‖), mul_pos (sub_pos.mpr hlt') (sub_pos.mpr hlt')]
    show ‖ψ (n + 1)‖ - ‖ψ n‖ ≤ ‖ψ (n + 1 + 1)‖ - ‖ψ (n + 1)‖
    linarith
  have hshift : Tendsto (fun n : ℤ => ‖ψ (n + 1)‖) atBot (𝓝 0) :=
    hbot.comp (tendsto_atBot_add_const_right atBot 1 tendsto_id)
  have hdlim : Tendsto (fun n : ℤ => ‖ψ (n + 1)‖ - ‖ψ n‖) atBot (𝓝 0) := by
    simpa using hshift.sub hbot
  have hmono : Monotone (fun n : ℤ => ‖ψ n‖) :=
    monotone_int_of_le_succ fun n => sub_nonneg.mp (hd.le_of_tendsto hdlim n)
  funext n
  exact norm_le_zero_iff.mp (hmono.ge_of_tendsto htop n)
```

## (f) The bond across the offset

Let ψ solve the chain equation with the band offset, with t ≠ 0, and let it vanish at infinity. Show that

Dψ₋₁ψ₀ = 0,

and conclude that ψ = 0.

**Solution.** If D = 0, the first claim is immediate and (e) gives the second. Let D ≠ 0. The bond between sites −1 and 0 is the first bond of two half chains. The sequence ψ₋₁, ψ₀, ψ₁, … obeys the uniform recursion with e = E − D, and ψ₀, ψ₋₁, ψ₋₂, … obeys it with e = E. By (b),

t(ψ₋₁² + ψ₀²) − (E − D)ψ₋₁ψ₀ = 0

t(ψ₋₁² + ψ₀²) − Eψ₋₁ψ₀ = 0.

Their difference is Dψ₋₁ψ₀ = 0, so one of the two amplitudes vanishes. Either equation then reduces to t times the square of the other, which vanishes too, and (c) finishes the argument. In Lean the two equations are `hR'` and `hL'`, and their difference is `hprod`.

```lean
/-- For nonzero hopping, a pure band offset has no nonzero solution whose amplitudes vanish at
infinity. -/
theorem no_decaying_interface_state {t D E : ℂ} {ψ : ℤ → ℂ} (ht : t ≠ 0)
    (hψ : ChainEq t (bandOffset D) E ψ) (h0 : Tendsto ψ cofinite (𝓝 0)) : ψ = 0 := by
  by_cases hD : D = 0
  · have hV : bandOffset D = fun _ => 0 := by
      funext n
      simp [bandOffset, hD]
    rw [hV] at hψ
    exact uniform_chain_no_bound_state ht hψ h0
  -- the bond between sites -1 and 0, seen from the right half chain
  have hR := bondForm_eq_zero_of_decay (t := t) (e := E - D)
    (φ := fun k : ℕ => ψ ((k : ℤ) - 1))
    (by
      intro k
      have h := hψ k
      have hk : ¬ ((k : ℤ) < 0) := by omega
      rw [bandOffset, if_neg hk] at h
      show t * (ψ ((k : ℤ) - 1) + ψ (((k + 2 : ℕ) : ℤ) - 1))
        = (E - D) * ψ (((k + 1 : ℕ) : ℤ) - 1)
      rw [show ((k + 2 : ℕ) : ℤ) - 1 = k + 1 by omega,
        show ((k + 1 : ℕ) : ℤ) - 1 = k by omega]
      linear_combination h)
    (decay_along h0 (fun i j h => by
      have h' : (i : ℤ) - 1 = (j : ℤ) - 1 := h
      omega))
  -- the same bond, seen from the left half chain
  have hL := bondForm_eq_zero_of_decay (t := t) (e := E)
    (φ := fun k : ℕ => ψ (-(k : ℤ)))
    (by
      intro k
      have h := hψ (-(k : ℤ) - 1)
      have hk : -(k : ℤ) - 1 < 0 := by omega
      rw [bandOffset, if_pos hk, sub_add_cancel] at h
      show t * (ψ (-(k : ℤ)) + ψ (-((k + 2 : ℕ) : ℤ))) = E * ψ (-((k + 1 : ℕ) : ℤ))
      rw [show -((k + 2 : ℕ) : ℤ) = -(k : ℤ) - 1 - 1 by omega,
        show -((k + 1 : ℕ) : ℤ) = -(k : ℤ) - 1 by omega]
      linear_combination h)
    (decay_along h0 (fun i j h => by
      have h' : -(i : ℤ) = -(j : ℤ) := h
      omega))
  have hR' : bondForm t (E - D) (ψ (-1)) (ψ 0) = 0 := by simpa using hR
  have hL' : bondForm t E (ψ 0) (ψ (-1)) = 0 := by simpa using hL
  unfold bondForm at hR' hL'
  -- the two forms differ by the offset times the product of the amplitudes
  have hprod : D * (ψ (-1) * ψ 0) = 0 := by linear_combination hR' - hL'
  rcases mul_eq_zero.mp ((mul_eq_zero.mp hprod).resolve_left hD) with ha | hb
  · rw [ha] at hL'
    exact eq_zero_of_adjacent_zeros ht hψ ha (by simpa [ht] using hL')
  · rw [hb] at hL'
    exact eq_zero_of_adjacent_zeros ht hψ (by simpa [ht] using hL') hb
```

## (g) Square-summable amplitudes

Replace decay at infinity by the condition of a normalisable state, Σₙ|ψₙ|² < ∞. Show that still

ψ = 0.

**Solution.** The terms of a convergent sum tend to zero, so |ψₙ|² → 0. Taking the square root gives |ψₙ| → 0, and (f) applies. In the statement, `Summable` is the normalisability condition, and `ψ = 0` means that every amplitude vanishes.

```lean
/-- No interface state from a pure band offset: for nonzero hopping and any offset `D` and
energy `E`, the only square-summable solution is zero. -/
theorem no_interface_state {t D E : ℂ} {ψ : ℤ → ℂ} (ht : t ≠ 0)
    (hψ : ChainEq t (bandOffset D) E ψ) (hsum : Summable fun n => ‖ψ n‖ ^ 2) : ψ = 0 := by
  refine no_decaying_interface_state ht hψ (tendsto_zero_iff_norm_tendsto_zero.mpr ?_)
  have h := (Real.continuous_sqrt.tendsto 0).comp hsum.tendsto_cofinite_zero
  rw [Real.sqrt_zero] at h
  exact h.congr fun n => Real.sqrt_sq (norm_nonneg _)
```

## (h) A site defect that does bind

Let a and b be nonzero complex numbers with |a| < 1 and |b| < 1, and take ψₙ = a^|n| for n < 0 and ψₙ = bⁿ for n ≥ 0. Real a, b and t give real site energies, which is the physical case.

```lean
/-- The amplitudes `a ^ |n|` for `n < 0` and `b ^ n` for `n ≥ 0`. -/
def interfaceState (a b : ℂ) (n : ℤ) : ℂ := if n < 0 then a ^ n.natAbs else b ^ n.natAbs
```

Let the offset be D = t(a + 1/a) − t(b + 1/b), and add the energy U = t(1/b − a) at site 0 only. Show that ψ is a nonzero square-summable solution with

E = t(a + 1/a).

**Solution.** For n = −m < 0,

t(aᵐ⁺¹ + aᵐ⁻¹) = t(a + 1/a)aᵐ = Eψₙ.

For n > 0,

t(bⁿ⁻¹ + bⁿ⁺¹) = t(b + 1/b)bⁿ = (E − D)ψₙ.

At site 0, where ψ₀ = 1,

t(a + b) + D + U = t(a + 1/a) = E.

Two geometric series give the squared norm

N = |a|²/(1 − |a|²) + 1/(1 − |b|²),

so the normalised state is ψ/√N, with weight 1/N on site 0. The Lean proof treats the same three cases through `lt_trichotomy` and leaves the state unnormalised.

These formulas provide a test case for a diagonalisation code, where the offset is just a step in the diagonal of a tridiagonal matrix. With t = −1, a = 1/2 and b = 1/3, they give D = 5/6, U = −5/2, E = −5/2 and weight 24/35 on site 0. A finite chain with many sites on both sides of the step should reproduce E and this weight closely. With U removed, every eigenvector of the finite matrix is still normalisable, so normalisability alone does not reveal the absence of an interface state. One sign of it is that the weight of each normalised eigenvector near the step becomes small as both sides of the chain are lengthened.

```lean
/-- Let `a` and `b` be nonzero with modulus less than one. With an additional site energy `t (1/b -
a)` at site `0`, the chain with offset `t (a + 1/a) - t (b + 1/b)` has a nonzero square-summable
state of energy `t (a + 1/a)`. -/
theorem interface_defect_binds (t : ℂ) {a b : ℂ} (ha : a ≠ 0) (hb : b ≠ 0)
    (ha1 : ‖a‖ < 1) (hb1 : ‖b‖ < 1) :
    ChainEq t (fun n => bandOffset (t * (a + a⁻¹) - t * (b + b⁻¹)) n
        + if n = 0 then t * (b⁻¹ - a) else 0) (t * (a + a⁻¹)) (interfaceState a b)
      ∧ (Summable fun n => ‖interfaceState a b n‖ ^ 2) ∧ interfaceState a b ≠ 0 := by
  have hpos : ∀ k : ℕ, interfaceState a b (k : ℤ) = b ^ k := by
    intro k
    have hk : ¬ ((k : ℤ) < 0) := by omega
    rw [interfaceState, if_neg hk, Int.natAbs_natCast]
  have hneg : ∀ k : ℕ, interfaceState a b (-(k : ℤ)) = a ^ k := by
    intro k
    unfold interfaceState
    split_ifs with h
    · rw [Int.natAbs_neg, Int.natAbs_natCast]
    · have hk : k = 0 := by omega
      subst hk
      simp
  have e0 : interfaceState a b 0 = 1 := by simpa using hpos 0
  have ha' : a⁻¹ * a = 1 := inv_mul_cancel₀ ha
  have hb' : b⁻¹ * b = 1 := inv_mul_cancel₀ hb
  refine ⟨?_, ?_, ?_⟩
  · intro n
    rcases lt_trichotomy n 0 with h | h | h
    · simp only [bandOffset, if_pos h, if_neg h.ne]
      obtain ⟨k, rfl⟩ : ∃ k : ℕ, n = -((k + 1 : ℕ) : ℤ) := ⟨(-n - 1).toNat, by omega⟩
      rw [show -((k + 1 : ℕ) : ℤ) - 1 = -((k + 2 : ℕ) : ℤ) by omega,
        show -((k + 1 : ℕ) : ℤ) + 1 = -(k : ℤ) by omega, hneg (k + 2), hneg k, hneg (k + 1)]
      linear_combination (-(t * a ^ k)) * ha'
    · subst h
      have e1 : interfaceState a b (0 - 1) = a := by simpa using hneg 1
      have e2 : interfaceState a b (0 + 1) = b := by simpa using hpos 1
      rw [e1, e2, e0]
      simp only [bandOffset, lt_self_iff_false, ↓reduceIte]
      ring
    · simp only [bandOffset, if_neg (not_lt_of_ge h.le), if_neg h.ne']
      obtain ⟨k, rfl⟩ : ∃ k : ℕ, n = ((k + 1 : ℕ) : ℤ) := ⟨(n - 1).toNat, by omega⟩
      rw [show ((k + 1 : ℕ) : ℤ) - 1 = (k : ℤ) by omega,
        show ((k + 1 : ℕ) : ℤ) + 1 = ((k + 2 : ℕ) : ℤ) by omega,
        hpos k, hpos (k + 2), hpos (k + 1)]
      linear_combination (-(t * b ^ k)) * hb'
  · -- two geometric series
    have hg : ∀ z : ℂ, ‖z‖ < 1 → Summable fun k : ℕ => ‖z ^ k‖ ^ 2 := by
      intro z hz
      have h := summable_geometric_of_lt_one (sq_nonneg ‖z‖)
        (pow_lt_one₀ (norm_nonneg z) hz two_ne_zero)
      refine h.congr fun k => ?_
      simp only [norm_pow]
      ring
    refine Summable.of_nat_of_neg ?_ ?_
    · simpa only [hpos] using hg b hb1
    · simpa only [hneg] using hg a ha1
  · intro h
    have h1 := congrFun h 0
    rw [e0] at h1
    exact one_ne_zero h1

end

end BandOffsetInterface
```

```lean
#print axioms BandOffsetInterface.uniform_chain_no_bound_state
#print axioms BandOffsetInterface.no_interface_state
#print axioms BandOffsetInterface.interface_defect_binds
```

```
'BandOffsetInterface.uniform_chain_no_bound_state' depends on axioms: [propext, Classical.choice, Quot.sound]
'BandOffsetInterface.no_interface_state' depends on axioms: [propext, Classical.choice, Quot.sound]
'BandOffsetInterface.interface_defect_binds' depends on axioms: [propext, Classical.choice, Quot.sound]
```
